# A single magnon on the ferromagnetic spin-1/2 Heisenberg ring with coupling −J Sₓ·Sₓ₊₁ has energy J(1 − cos k)

Take $n\ge 1$ spins one-half on a ring with Hamiltonian

$$H=\frac J2\sum_x\bigl(1-P_{x,x+1}\bigr),$$

where $J$ is real and $P_{x,x+1}$ exchanges the spins on neighbouring sites. The state with all spins up has energy $0$. The state with one flipped spin, spread over the ring with amplitude $e^{ikx}$ and $k=2\pi m/n$ for an integer $m$, is an eigenvector with energy $J(1-\cos k)$. If $J\ge 0$, no state has a negative energy expectation, so the all-up state is a ground state.

The constant $J$ stands for the exchange coupling: on a single bond, the singlet lies $J$ above the triplet. For two distinct sites $P_{ab}=2\,\mathbf S_a\cdot\mathbf S_b+\tfrac12$ with $\hbar=1$, so each bond contributes $J(\tfrac14-\mathbf S_a\cdot\mathbf S_b)$, the isotropic Heisenberg coupling with its energy zero at parallel spins. For this finite, nearest-neighbour ring without field or anisotropy, the formula supplies exact levels with which an exact-diagonalisation program can be compared. The energies of individual states with several interacting magnons are not determined here.

## Spins, exchange and plane waves on a ring

In Lean 4 with Mathlib:

```lean
import Mathlib

open ComplexConjugate

namespace FerromagneticRing

noncomputable section
```

The sites are the integers modulo $n$, `ZMod n`, so site $n-1$ is followed by site $0$. A configuration $s$ assigns `true` to a flipped (down) spin and `false` to an up spin. A state $\psi$ is a complex function of configurations, a vector with $2^n$ components.

```lean
/-- States of `n ≥ 1` spins one-half: complex functions of the configurations, where `true` marks a
flipped (down) spin. -/
abbrev State (n : ℕ) := (ZMod n → Bool) → ℂ
```

The assumption `NeZero n` says $n\ge1$. The basis state $|s\rangle$ is `ket s`.

```lean
variable {n : ℕ} [NeZero n]

/-- The basis state concentrated on the configuration `s`. -/
def ket (s : ZMod n → Bool) : State n := fun t => if t = s then 1 else 0
```

Let $\tau_{ab}$ be the permutation of sites that swaps $a$ and $b$. The exchange operator is $(P_{ab}\psi)(s)=\psi(s\circ\tau_{ab})$. `Module.End` is the type of linear operators from the state space to itself.

```lean
/-- The operator `P` that exchanges the spins on the sites `a` and `b`. -/
def exchange (a b : ZMod n) : Module.End ℂ (State n) where
  toFun ψ := fun s => ψ (s ∘ Equiv.swap a b)
  map_add' _ _ := rfl
  map_smul' _ _ := rfl
```

The Hamiltonian has one term for each site $x$. For $n=2$ the only pair of spins is therefore counted twice, and for $n=1$ the exchange is trivial and $H=0$.

```lean
/-- The ring Hamiltonian `H = (J/2) ∑ₓ (1 - P(x,x+1))`. -/
def hamiltonian (J : ℝ) : Module.End ℂ (State n) :=
  (J / 2 : ℂ) • ∑ x : ZMod n, (1 - exchange x (x + 1))
```

Write $|y\rangle$ for the basis state whose only flipped spin is on site $y$; its configuration is `flipAt y`.

```lean
/-- The configuration with a single flipped spin, on the site `y`. -/
def flipAt (y : ZMod n) : ZMod n → Bool := fun x => decide (x = y)
```

For amplitudes $f(y)$, let $\Phi(f)=\sum_y f(y)\,|y\rangle$. This is `oneFlip f`, and it is not normalised.

```lean
/-- The superposition of one-flip configurations with amplitude `f y` for a flip on site `y`. -/
def oneFlip (f : ZMod n → ℂ) : State n := ∑ y, f y • ket (flipAt y)
```

The wave number is $k=2\pi m/n$, with the lattice spacing as the unit of length.

```lean
/-- The wave number `k = 2πm/n` on a ring of `n ≥ 1` sites. -/
def momentum (n : ℕ) (m : ℤ) : ℝ := 2 * Real.pi * m / n
```

The plane wave is $u(x)=e^{ikx}$, where `x.val` is the representative of the site among $0,\dots,n-1$.

```lean
/-- The amplitude `exp(ikx)` with `k = 2πm/n`, the sites being numbered `x = 0, …, n-1`. -/
def planeWave (m : ℤ) (x : ZMod n) : ℂ :=
  Complex.exp (Complex.I * momentum n m * x.val)
```

## (a) The action of H on a state

Write $H\psi$ as a sum over bonds of the change that exchange makes in $\psi$:

$$H\psi=\frac J2\sum_x\bigl(\psi-P_{x,x+1}\psi\bigr).$$

**Solution.** Apply the sum of operators term by term and use $1\psi=\psi$. The `simp only` call does the same.

```lean
/-- `H ψ` is `J/2` times the sum over all sites `x` of the differences `ψ - P(x,x+1) ψ`. -/
theorem hamiltonian_apply (J : ℝ) (ψ : State n) :
    hamiltonian J ψ = (J / 2 : ℂ) • ∑ x : ZMod n, (ψ - exchange x (x + 1) ψ) := by
  simp only [hamiltonian, LinearMap.smul_apply, LinearMap.sum_apply, LinearMap.sub_apply,
    Module.End.one_apply]
```

## (b) Exchange of two spins in a basis state

Show that exchange permutes the basis states:

$$P_{ab}|s\rangle=|s\circ\tau_{ab}\rangle.$$

**Solution.** At a configuration $t$, the left side has the value of $|s\rangle$ at $t\circ\tau_{ab}$. This is $1$ if $t\circ\tau_{ab}=s$ and $0$ otherwise. Since $\tau_{ab}$ is its own inverse, the condition is the same as $t=s\circ\tau_{ab}$, which is where the right side equals $1$. This equivalence is `h` in the proof.

```lean
/-- Exchange maps a basis configuration to the configuration with the two spins swapped. -/
theorem exchange_ket (a b : ZMod n) (s : ZMod n → Bool) :
    exchange a b (ket s) = ket (s ∘ Equiv.swap a b) := by
  funext t
  have h : t ∘ Equiv.swap a b = s ↔ t = s ∘ Equiv.swap a b := by
    constructor <;> rintro rfl <;> funext z <;>
      simp only [Function.comp_apply, Equiv.swap_apply_self]
  change (if t ∘ Equiv.swap a b = s then (1 : ℂ) else 0) =
    if t = s ∘ Equiv.swap a b then 1 else 0
  simp only [h]
```

## (c) Exchange acting on one flipped spin

Show that on one-flip states exchange acts on the amplitudes alone:

$$P_{ab}\,\Phi(f)=\Phi(f\circ\tau_{ab}).$$

**Solution.** After the exchange, a flip on site $y$ sits on $\tau_{ab}(y)$, so by (b) $P_{ab}|y\rangle=|\tau_{ab}(y)\rangle$. Hence

$$P_{ab}\Phi(f)=\sum_y f(y)\,|\tau_{ab}(y)\rangle=\sum_{z}f(\tau_{ab}(z))\,|z\rangle,$$

with $z=\tau_{ab}(y)$. In the code `hflip` moves the flip, and `Equiv.sum_comp` relabels the sum.

```lean
/-- On one-flip states, exchanging two spins exchanges the two amplitudes. -/
theorem exchange_oneFlip (a b : ZMod n) (f : ZMod n → ℂ) :
    exchange a b (oneFlip f) = oneFlip (f ∘ Equiv.swap a b) := by
  have hflip : ∀ y : ZMod n, flipAt y ∘ Equiv.swap a b = flipAt (Equiv.swap a b y) := by
    intro y
    funext z
    simp only [flipAt, Function.comp_apply, Equiv.swap_apply_eq_iff]
  -- relabel the flipped site
  have h := Equiv.sum_comp (Equiv.swap a b)
    (fun y => f (Equiv.swap a b y) • ket (flipAt y))
  simp only [Equiv.swap_apply_self] at h
  simp only [oneFlip, map_sum, map_smul, exchange_ket, hflip, Function.comp_apply]
  exact h
```

## (d) Hopping of the flipped spin

Reduce $H$ on one-flip states to an operator on the $n$ amplitudes:

$$H\,\Phi(f)=\Phi(g),\qquad g(y)=\frac J2\bigl(2f(y)-f(y+1)-f(y-1)\bigr).$$

**Solution.** By (a) and (c),

$$g(y)=\frac J2\sum_x\bigl[f(y)-f(\tau_{x,x+1}(y))\bigr].$$

The bond $x=y$ moves $y$ to $y+1$ and contributes $f(y)-f(y+1)$. The bond $x=y-1$ moves $y$ to $y-1$ and contributes $f(y)-f(y-1)$. Every other bond leaves $y$ in place and contributes zero. The sum is $2f(y)-f(y+1)-f(y-1)$. For $n=1$ the two bonds coincide, but all differences vanish and both sides are zero.

The case distinction is `bond`, and its sum over $x$ is `total`. The remaining lines exchange the sums over bonds and sites, so that `total` can be applied at each $y$.

```lean
/-- A single flipped spin hops between neighbouring sites: `H` acts on its amplitude as
`(J/2) (2 f(y) - f(y+1) - f(y-1))`. -/
theorem hamiltonian_oneFlip (J : ℝ) (f : ZMod n → ℂ) :
    hamiltonian J (oneFlip f) =
      oneFlip (fun y => (J / 2 : ℂ) * (2 * f y - f (y + 1) - f (y - 1))) := by
  -- only the two bonds that touch the site `y` contribute
  have bond : ∀ y x : ZMod n, f y - f (Equiv.swap x (x + 1) y) =
      (if x = y then f y - f (y + 1) else 0) +
      (if x = y - 1 then f y - f (y - 1) else 0) := by
    intro y x
    by_cases h1 : x = y
    · rw [h1, Equiv.swap_apply_left, if_pos rfl]
      split_ifs with h2
      · rw [← h2]
        ring
      · ring
    · by_cases h2 : x = y - 1
      · have h3 : x + 1 = y := by rw [h2, sub_add_cancel]
        rw [if_neg h1, if_pos h2, h3, Equiv.swap_apply_right, h2, zero_add]
      · rw [if_neg h1, if_neg h2, Equiv.swap_apply_of_ne_of_ne (Ne.symm h1)
          (fun h => h2 (eq_sub_of_add_eq h.symm))]
        ring
  have total : ∀ y : ZMod n, ∑ x : ZMod n, (f y - f (Equiv.swap x (x + 1) y)) =
      2 * f y - f (y + 1) - f (y - 1) := by
    intro y
    rw [Finset.sum_congr rfl fun x _ => bond y x]
    simp only [Finset.sum_add_distrib, Finset.sum_ite_eq', Finset.mem_univ, if_true]
    ring
  rw [hamiltonian_apply]
  simp only [exchange_oneFlip]
  simp only [oneFlip, ← Finset.sum_sub_distrib, ← sub_smul]
  rw [Finset.sum_comm, Finset.smul_sum]
  refine Finset.sum_congr rfl fun y _ => ?_
  rw [← Finset.sum_smul, smul_smul]
  simp only [Function.comp_apply]
  rw [total]
```

## (e) One step along the plane wave

Show that for every site, including the last,

$$u(x+1)=e^{ik}\,u(x).$$

**Solution.** Put $w=e^{ik}$, so that $u(x)=w^x$ for $x=0,\dots,n-1$. For $x<n-1$ the claim is $w^{x+1}=w\,w^x$. For $x=n-1$ the next site is $0$, where $u(0)=1$, and the right side is $w\,w^{n-1}=w^n=e^{2\pi i m}=1$.

The proof treats both cases together. `hone` is $w^n=1$, and `hmod` concludes that exponents of $w$ matter only modulo $n$, which is how addition of sites works.

```lean
/-- One step along the ring multiplies the plane wave by `exp(ik)`, also where the ring closes. -/
theorem planeWave_add_one (m : ℤ) (x : ZMod n) :
    planeWave m (x + 1) = Complex.exp (momentum n m * Complex.I) * planeWave m x := by
  have hn : (n : ℂ) ≠ 0 := Nat.cast_ne_zero.mpr (NeZero.ne n)
  have hpow : ∀ y : ZMod n,
      planeWave m y = Complex.exp (momentum n m * Complex.I) ^ y.val := by
    intro y
    rw [← Complex.exp_nat_mul, planeWave]
    congr 1
    ring
  -- the allowed wave numbers satisfy `exp(ikn) = 1`
  have hone : Complex.exp (momentum n m * Complex.I) ^ n = 1 := by
    rw [← Complex.exp_nat_mul, Complex.exp_eq_one_iff]
    refine ⟨m, ?_⟩
    push_cast [momentum]
    field_simp
  rw [hpow, hpow]
  generalize Complex.exp (momentum n m * Complex.I) = w at hone
  have hmod : ∀ a : ℕ, w ^ (a % n) = w ^ a := fun a => (pow_eq_pow_mod a hone).symm
  rw [ZMod.val_add, ZMod.val_one_eq_one_mod, hmod, pow_add, hmod, pow_one, mul_comm]
```

## (f) The fully polarised state

Show that the state $|{\uparrow\cdots\uparrow}\rangle$ is an eigenvector:

$$H\,|{\uparrow\cdots\uparrow}\rangle=0,\qquad |{\uparrow\cdots\uparrow}\rangle\neq0.$$

**Solution.** Exchanging two up spins changes nothing, so every difference in (a) vanishes. The state is not the zero vector, because its component on the all-up configuration is $1$. `HasEigenvector` demands both parts, and the proof supplies them in this order.

```lean
/-- The all-up state is an eigenvector of the ring Hamiltonian with energy `0`. -/
theorem allUp_hasEigenvector (J : ℝ) :
    (hamiltonian (n := n) J).HasEigenvector 0 (ket fun _ => false) := by
  have h : ∀ x : ZMod n, exchange x (x + 1) (ket fun _ => false) = ket fun _ => false :=
    fun x => exchange_ket x (x + 1) _
  refine ⟨Module.End.mem_eigenspace_iff.mpr ?_, fun h0 => ?_⟩
  · rw [hamiltonian_apply]
    simp [h]
  · have := congrFun h0 (fun _ => false)
    simp [ket] at this
```

## (g) The magnon energy

Show that the plane wave solves the eigenvalue problem:

$$H\,\Phi(u)=J(1-\cos k)\,\Phi(u),\qquad \Phi(u)\neq0.$$

**Solution.** Part (e) at site $y-1$ gives $u(y-1)=e^{-ik}u(y)$. Inserting both neighbours into (d) gives the amplitude

$$\frac J2\bigl(2-e^{ik}-e^{-ik}\bigr)u(y)=J(1-\cos k)\,u(y).$$

The state is non-zero because its component on the configuration with a flip at site $0$ is $u(0)=1$. Its squared norm is $n$, so the normalised magnon state is $\Phi(u)/\sqrt n$.

In the code `hleft` is the relation for the left neighbour, and `linear_combination` inserts $2\cos k=e^{ik}+e^{-ik}$. `hinj` says that flips on different sites give different configurations, which isolates the component used for non-vanishing. The eigenvalue is a real number, read as a complex one because the state space is complex.

```lean
/-- Magnon dispersion: the one-flip state with amplitude `exp(ikx)`, `k = 2πm/n`, is an
eigenvector of the ring Hamiltonian with energy `J (1 - cos k)`. -/
theorem magnon_dispersion (J : ℝ) (m : ℤ) :
    (hamiltonian (n := n) J).HasEigenvector
      ((J * (1 - Real.cos (momentum n m)) : ℝ) : ℂ) (oneFlip (planeWave m)) := by
  refine ⟨Module.End.mem_eigenspace_iff.mpr ?_, fun h0 => ?_⟩
  · rw [hamiltonian_oneFlip]
    simp only [oneFlip, Finset.smul_sum, smul_smul]
    refine Finset.sum_congr rfl fun y _ => ?_
    congr 1
    -- the neighbour on the left carries the factor `exp(-ik)`
    have hleft : planeWave m (y - 1) =
        Complex.exp (-momentum n m * Complex.I) * planeWave m y := by
      have h := planeWave_add_one m (y - 1)
      rw [sub_add_cancel] at h
      have hz : -(momentum n m : ℂ) * Complex.I + momentum n m * Complex.I = 0 := by ring
      rw [h, ← mul_assoc, ← Complex.exp_add, hz, Complex.exp_zero, one_mul]
    rw [planeWave_add_one, hleft]
    push_cast
    linear_combination (J / 2 * planeWave m y : ℂ) * Complex.two_cos (momentum n m : ℂ)
  · -- the amplitude on each one-flip configuration is an exponential, hence non-zero
    have hinj : ∀ y z : ZMod n, flipAt y = flipAt z ↔ y = z := by
      refine fun y z => ⟨fun h => ?_, fun h => by rw [h]⟩
      simpa [flipAt] using congrFun h y
    have h := congrFun h0 (flipAt 0)
    simp [oneFlip, ket, hinj, planeWave] at h
```

## (h) The energy expectation as a sum of squares

For any state, show that

$$\langle\psi|H|\psi\rangle=\frac J4\sum_x\sum_s\bigl|\psi(s)-(P_{x,x+1}\psi)(s)\bigr|^2 .$$

**Solution.** Fix a bond, write $\varphi=P_{x,x+1}\psi$, and let $A=\sum_s\overline{\psi(s)}\,(\psi(s)-\varphi(s))$. Relabelling the configurations by the exchange swaps $\psi$ and $\varphi$, so also $A=\sum_s\overline{\varphi(s)}\,(\varphi(s)-\psi(s))$. Adding the two expressions gives

$$2A=\sum_s|\psi(s)-\varphi(s)|^2 .$$

By (a), $\langle\psi|H|\psi\rangle$ is $J/2$ times the sum of $A$ over all bonds, which is the claim.

In the proof, `h` is the relabelling, `h2` the addition, and `hsum` the sum over bonds. The state need not be normalised; the mean energy of a non-zero $\psi$ is this quantity divided by $\langle\psi|\psi\rangle$.

```lean
/-- For any vector `ψ`, normalised or not, `⟨ψ|H|ψ⟩` is `J/4` times the summed squared changes of
its amplitudes under exchange of neighbouring spins. -/
theorem energy_eq (J : ℝ) (ψ : State n) :
    ∑ s, conj (ψ s) * hamiltonian J ψ s =
      ((J / 4 * ∑ x : ZMod n, ∑ s, ‖ψ s - exchange x (x + 1) ψ s‖ ^ 2 : ℝ) : ℂ) := by
  have bond : ∀ a b : ZMod n, ∑ s, conj (ψ s) * (ψ s - exchange a b ψ s) =
      ((1 / 2 * ∑ s, ‖ψ s - exchange a b ψ s‖ ^ 2 : ℝ) : ℂ) := by
    intro a b
    have hinv : Function.Involutive (fun s : ZMod n → Bool => s ∘ Equiv.swap a b) := by
      intro s
      funext z
      simp only [Function.comp_apply, Equiv.swap_apply_self]
    -- relabel the configurations by the exchange
    have h : ∑ s, conj (exchange a b ψ s) * (exchange a b ψ s - ψ s) =
        ∑ s, conj (ψ s) * (ψ s - exchange a b ψ s) := by
      refine Fintype.sum_equiv hinv.toPerm _ _ fun s => ?_
      have hs : (s ∘ Equiv.swap a b) ∘ Equiv.swap a b = s := hinv s
      change conj (ψ (s ∘ Equiv.swap a b)) * (ψ (s ∘ Equiv.swap a b) - ψ s) =
        conj (ψ (s ∘ Equiv.swap a b)) *
          (ψ (s ∘ Equiv.swap a b) - ψ ((s ∘ Equiv.swap a b) ∘ Equiv.swap a b))
      rw [hs]
    have h2 : ((∑ s, ‖ψ s - exchange a b ψ s‖ ^ 2 : ℝ) : ℂ) =
        ∑ s, conj (ψ s) * (ψ s - exchange a b ψ s) +
        ∑ s, conj (exchange a b ψ s) * (exchange a b ψ s - ψ s) := by
      push_cast
      rw [← Finset.sum_add_distrib]
      refine Finset.sum_congr rfl fun s _ => ?_
      rw [← Complex.conj_mul', map_sub]
      ring
    rw [Complex.ofReal_mul, h2, h]
    push_cast
    ring
  have hsum : ∑ s, conj (ψ s) * hamiltonian J ψ s =
      (J / 2 : ℂ) * ∑ x : ZMod n, ∑ s, conj (ψ s) * (ψ s - exchange x (x + 1) ψ s) := by
    simp only [hamiltonian_apply, Pi.smul_apply, Finset.sum_apply, Pi.sub_apply, smul_eq_mul]
    rw [Finset.sum_comm, Finset.mul_sum]
    refine Finset.sum_congr rfl fun s _ => ?_
    rw [← Finset.mul_sum]
    ring
  rw [hsum, Finset.sum_congr rfl fun x _ => bond x (x + 1), ← Complex.ofReal_sum,
    ← Finset.mul_sum]
  push_cast
  ring
```

## (i) The sign of the energy for ferromagnetic coupling

For $J\ge0$ and any state, show that

$$\operatorname{Re}\,\langle\psi|H|\psi\rangle\ge0 .$$

**Solution.** By (h) the expectation is real and equals a non-negative constant times a sum of squares. The `positivity` tactic makes this observation.

Together with (f), this makes the all-up state a ground state for $J\ge0$. It shares its energy with the magnon at $m=0$, for which $k=0$ and (g) gives energy zero.

```lean
/-- For `J ≥ 0` no state has a negative energy expectation. -/
theorem energy_nonneg {J : ℝ} (hJ : 0 ≤ J) (ψ : State n) :
    0 ≤ (∑ s, conj (ψ s) * hamiltonian J ψ s).re := by
  rw [energy_eq, Complex.ofReal_re]
  positivity

end

end FerromagneticRing
```

```lean
#print axioms FerromagneticRing.allUp_hasEigenvector
#print axioms FerromagneticRing.magnon_dispersion
#print axioms FerromagneticRing.energy_nonneg
```

```
'FerromagneticRing.allUp_hasEigenvector' depends on axioms: [propext, Classical.choice, Quot.sound]
'FerromagneticRing.magnon_dispersion' depends on axioms: [propext, Classical.choice, Quot.sound]
'FerromagneticRing.energy_nonneg' depends on axioms: [propext, Classical.choice, Quot.sound]
```
